# The Schrödinger equation with a source on an interval, solved from two source-free solutions with non-zero Wronskian

A differential equation on a closed interval \([a,b]\) needs a meaning for derivatives at the walls. Here they are taken within the interval, so for \(a<b\) they are one-sided at \(a\) and \(b\), and nothing is asked of a function outside. A solution is a pair: the function \(y\) and its first derivative \(y'\), for which

\[
-\tfrac12 y''+(V-e)\,y=f
\]

holds at every point of \([a,b]\). The potential \(V\), the energy \(e\) and the source \(f\) are given and real, in units with \(\hbar=m=1\).

In Lean this is the predicate `SolvesOrbital V f e a b y y'`, and the source `0` gives the Schrödinger equation. The second derivative only has to exist at each point, which is less than \(C^2\). Continuity of \(V\) is not assumed, but a finite step in \(V\) is in effect excluded: for \(a<b\) and continuous \(f\), \(y''\) would have to jump there if \(y\neq0\), and a derivative cannot have a jump. Two solutions with non-zero Wronskian cannot both vanish at the step, so the results below that assume such a pair do not cover step potentials.

```lean
import Mathlib

open Set MeasureTheory

namespace OEPOrbitalShift

noncomputable section

/-- The function `y`, with first derivative `y'`, solves `-y''/2 + (V - e) y = f` on `[a, b]`;
derivatives at the end points are one-sided. -/
def SolvesOrbital (V f : ℝ → ℝ) (e a b : ℝ) (y y' : ℝ → ℝ) : Prop :=
  ∀ x ∈ Icc a b, HasDerivWithinAt y (y' x) (Icc a b) x ∧
    ∃ y'' : ℝ, HasDerivWithinAt y' y'' (Icc a b) x ∧ -y'' / 2 + (V x - e) * y x = f x
```

Equations of this form, posed at a non-degenerate orbital energy and supplemented by orthogonality to the orbital, determine the orbital shifts in the optimized effective potential (OEP) method for exact exchange. The solution constructed below is also called an orbital shift, but it is not the OEP shift itself: it is for the simpler case in which \(e\) is not an orbital energy; at an orbital energy only a necessary condition on the source is proved. The model is one-dimensional, with \(V\) and \(f\) prescribed; the OEP condition that fixes the potential is not treated.

## The Wronskian and the candidate solution

For functions \(u\) and \(w\), the Wronskian is \(W=uw'-u'w\). Exchanging \(u\) and \(w\) reverses its sign.

```lean
/-- The Wronskian `u w' - u' w`. -/
def wronskian (u u' w w' : ℝ → ℝ) (x : ℝ) : ℝ := u x * w' x - u' x * w x
```

Let \(u\) and \(w\) solve the Schrödinger equation at energy \(e\), with \(u(a)=0\) and \(w(b)=0\). Their existence is assumed, not derived. The candidate is

\[
p(x)=-\frac{2}{W}\Big(w(x)\int_a^x uf+u(x)\int_x^b wf\Big).
\]

The definition evaluates \(W\) at \(a\), which is justified below by its constancy. Lean reads \(2/0\) as \(0\), so for \(W=0\) the definition returns the zero function, which has no physical meaning.

```lean
/-- The orbital shift `-(2/W) (w(x) ∫_a^x u f + u(x) ∫_x^b w f)`, where `W` is the Wronskian
of `u` and `w` at `a`; it is meant for `W ≠ 0`. -/
def orbitalShift (u u' w w' f : ℝ → ℝ) (a b x : ℝ) : ℝ :=
  -(2 / wronskian u u' w w' a) *
    (w x * (∫ t in a..x, u t * f t) + u x * (∫ t in x..b, w t * f t))
```

## How a source changes the Wronskian

Let \(u\) have no source and \(y\) have source \(f\), at the same energy. Then \(u''=2(V-e)u\) and \(y''=2(V-e)y-2f\). The terms \(u'y'\) cancel in the derivative of \(uy'-u'y\), and so do the potential terms:

\[
(uy'-u'y)'=uy''-u''y=-2uf .
\]

The proof applies the product rule, and `linear_combination` then adds \(-2u\) times the equation for \(y\) and \(2y\) times the equation for \(u\).

```lean
variable {V f u u' w w' y y' p p' q q' : ℝ → ℝ} {e a b x : ℝ}

/-- If `u` solves the orbital equation without source and `y` solves it with source `f`, at the
same energy, their Wronskian changes at the rate `-2 u f`. -/
theorem wronskian_deriv (hu : SolvesOrbital V 0 e a b u u')
    (hy : SolvesOrbital V f e a b y y') (hx : x ∈ Icc a b) :
    HasDerivWithinAt (wronskian u u' y y') (-2 * (u x * f x)) (Icc a b) x := by
  obtain ⟨hu1, c, hu2, hc⟩ := hu x hx
  obtain ⟨hy1, d, hy2, hd⟩ := hy x hx
  replace hc : -c / 2 + (V x - e) * u x = 0 := hc
  have h := (hu1.mul hy2).sub (hu2.mul hy1)
  -- the potential terms cancel
  exact HasDerivWithinAt.congr_deriv h
    (by linear_combination (-2 * u x) * hd + 2 * y x * hc)
```

For continuous \(f\), integration from \(a\) to \(x\) gives Green's identity,

\[
(uy'-u'y)(x)-(uy'-u'y)(a)=-2\int_a^x uf .
\]

The fundamental theorem of calculus used here needs continuity on the closed interval and an ordinary derivative only in its interior, where the one-sided derivatives become two-sided.

```lean
/-- Green's identity: for `u` without source and `y` with continuous source `f`, the Wronskian
changes between `a` and `x` by `-2 ∫_a^x u f`. -/
theorem green_identity (hu : SolvesOrbital V 0 e a b u u')
    (hy : SolvesOrbital V f e a b y y') (hf : ContinuousOn f (Icc a b)) (hx : x ∈ Icc a b) :
    wronskian u u' y y' x - wronskian u u' y y' a = -2 * ∫ t in a..x, u t * f t := by
  have hsub : Icc a x ⊆ Icc a b := Icc_subset_Icc_right hx.2
  have hcu : ContinuousOn u (Icc a b) := fun t ht => (hu t ht).1.continuousWithinAt
  have h := intervalIntegral.integral_eq_sub_of_hasDerivAt_of_le hx.1
    (f := wronskian u u' y y') (f' := fun t => -2 * (u t * f t))
    (fun t ht => (wronskian_deriv hu hy (hsub ht)).continuousWithinAt.mono hsub)
    (fun t ht => (wronskian_deriv hu hy ⟨ht.1.le, ht.2.le.trans hx.2⟩).hasDerivAt
      (Icc_mem_nhds ht.1 (ht.2.trans_le hx.2)))
    (ContinuousOn.intervalIntegrable_of_Icc hx.1
      ((continuousOn_const.mul (hcu.mul hf)).mono hsub))
  rw [← h, intervalIntegral.integral_const_mul]
```

With \(f=0\) the right-hand side vanishes, so the Wronskian of two Schrödinger solutions at the same energy is constant.

```lean
/-- The Wronskian of two solutions of the Schrödinger equation at the same energy is constant
on `[a, b]`. -/
theorem wronskian_const (hu : SolvesOrbital V 0 e a b u u')
    (hw : SolvesOrbital V 0 e a b w w') (hx : x ∈ Icc a b) :
    wronskian u u' w w' x = wronskian u u' w w' a := by
  have h := green_identity hu hw
    (show ContinuousOn (fun _ : ℝ => (0 : ℝ)) (Icc a b) from continuousOn_const) hx
  simp only [Pi.zero_apply, mul_zero, intervalIntegral.integral_zero] at h
  linarith
```

## The shift solves the equation with source

Write \(A(x)=\int_a^x uf\) and \(B(x)=\int_x^b wf\). Then \(A'=uf\), and \(B'=-wf\) because \(x\) is the lower limit. Without this minus sign the endpoint terms would add instead of cancelling. With the correct sign,

\[
p'=-\frac2W\,(w'A+u'B+wuf-uwf)=-\frac2W\,(w'A+u'B).
\]

Differentiating once more,

\[
p''=-\frac2W\big(w''A+u''B+(uw'-u'w)f\big)=2(V-e)p-2f,
\]

which is the required equation. At \(a\), both \(A\) and \(u\) vanish; at \(b\), both \(B\) and \(w\) do. Hence \(p(a)=p(b)=0\).

The Lean proof supplies the simplified \(p'\) at the start. The facts `hA` and `hB` are the derivatives of the two integrals, and `hk` uses constancy to replace the Wronskian at \(x\) by its value at \(a\). The final `linear_combination` is the calculation of \(p''\).

```lean
/-- Let `u` and `w` solve the Schrödinger equation at energy `e` with `u(a) = w(b) = 0` and
non-zero Wronskian, and let `f` be continuous. Then the orbital shift `p` solves
`-p''/2 + (V - e) p = f` on `[a, b]` and vanishes at both end points. -/
theorem orbitalShift_solves (hu : SolvesOrbital V 0 e a b u u')
    (hw : SolvesOrbital V 0 e a b w w') (hf : ContinuousOn f (Icc a b))
    (hua : u a = 0) (hwb : w b = 0) (hW : wronskian u u' w w' a ≠ 0) :
    (∃ p' : ℝ → ℝ, SolvesOrbital V f e a b (orbitalShift u u' w w' f a b) p') ∧
      orbitalShift u u' w w' f a b a = 0 ∧ orbitalShift u u' w w' f a b b = 0 := by
  refine ⟨⟨fun x => -(2 / wronskian u u' w w' a) *
    (w' x * (∫ t in a..x, u t * f t) + u' x * (∫ t in x..b, w t * f t)), fun x hx => ?_⟩,
    by simp [orbitalShift, hua], by simp [orbitalShift, hwb]⟩
  have : Fact (x ∈ Icc a b) := ⟨hx⟩
  have huf : ContinuousOn (fun t => u t * f t) (Icc a b) :=
    ContinuousOn.mul (fun t ht => (hu t ht).1.continuousWithinAt) hf
  have hwf : ContinuousOn (fun t => w t * f t) (Icc a b) :=
    ContinuousOn.mul (fun t ht => (hw t ht).1.continuousWithinAt) hf
  -- the two integrals, differentiated in their moving end point
  have hA : HasDerivWithinAt (fun z => ∫ t in a..z, u t * f t) (u x * f x) (Icc a b) x :=
    intervalIntegral.integral_hasDerivWithinAt_right (t := Icc a b)
      ((huf.mono (Icc_subset_Icc_right hx.2)).intervalIntegrable_of_Icc hx.1)
      (huf.stronglyMeasurableAtFilter_nhdsWithin measurableSet_Icc x) (huf x hx)
  have hB : HasDerivWithinAt (fun z => ∫ t in z..b, w t * f t) (-(w x * f x)) (Icc a b) x :=
    intervalIntegral.integral_hasDerivWithinAt_left (t := Icc a b)
      ((hwf.mono (Icc_subset_Icc_left hx.1)).intervalIntegrable_of_Icc hx.2)
      (hwf.stronglyMeasurableAtFilter_nhdsWithin measurableSet_Icc x) (hwf x hx)
  obtain ⟨hu1, c, hu2, hc⟩ := hu x hx
  obtain ⟨hw1, d, hw2, hd⟩ := hw x hx
  replace hc : -c / 2 + (V x - e) * u x = 0 := hc
  replace hd : -d / 2 + (V x - e) * w x = 0 := hd
  have hk : -(2 / wronskian u u' w w' a) * (u x * w' x - u' x * w x) = -2 := by
    have h : u x * w' x - u' x * w x = wronskian u u' w w' a := wronskian_const hu hw hx
    rw [h]
    field_simp
  refine ⟨HasDerivWithinAt.congr_deriv
    (((hw1.mul hA).add (hu1.mul hB)).const_mul (-(2 / wronskian u u' w w' a)))
    (by beta_reduce; ring), _,
    ((hw2.mul hA).add (hu2.mul hB)).const_mul (-(2 / wronskian u u' w w' a)), ?_⟩
  -- the end-point terms of the second derivative combine to the Wronskian times `f`
  simp only [orbitalShift]
  linear_combination
    (-(2 / wronskian u u' w w' a)) * (∫ t in a..x, u t * f t) * hd +
    (-(2 / wronskian u u' w w' a)) * (∫ t in x..b, w t * f t) * hc - f x / 2 * hk
```

## For non-zero Wronskian, at most one solution has given boundary values

Let \(p\) and \(q\) now be any two solutions with the same source and the same values at \(a\) and \(b\). Their difference \(D=p-q\) has no source and vanishes at both walls. Its Wronskian with \(u\) is zero at \(a\), and its Wronskian with \(w\) is zero at \(b\). Both are constant, so everywhere

\[
uD'-u'D=0,\qquad wD'-w'D=0 .
\]

Multiplying the first by \(w\), the second by \(u\), and subtracting gives \(D\,(uw'-u'w)=0\). Since \(W\ne0\), \(D=0\). In the proof, `hD` is the equation for \(D\), and `h1` and `h2` are the two constancy statements. Continuity of \(f\) is not needed for this step.

```lean
/-- If solutions `u`, `w` of the Schrödinger equation with `u(a) = w(b) = 0` have non-zero
Wronskian, two solutions with the same source and the same boundary values agree on `[a, b]`. -/
theorem shift_unique (hu : SolvesOrbital V 0 e a b u u')
    (hw : SolvesOrbital V 0 e a b w w') (hua : u a = 0) (hwb : w b = 0)
    (hW : wronskian u u' w w' a ≠ 0)
    (hp : SolvesOrbital V f e a b p p') (hq : SolvesOrbital V f e a b q q')
    (ha : p a = q a) (hb : p b = q b) (hx : x ∈ Icc a b) : p x = q x := by
  have hD : SolvesOrbital V 0 e a b (fun z => p z - q z) (fun z => p' z - q' z) := by
    intro z hz
    obtain ⟨hp1, c, hp2, hc⟩ := hp z hz
    obtain ⟨hq1, d, hq2, hd⟩ := hq z hz
    refine ⟨hp1.sub hq1, c - d, hp2.sub hq2, ?_⟩
    show -(c - d) / 2 + (V z - e) * (p z - q z) = 0
    linear_combination hc - hd
  -- the difference has zero Wronskian with both `u` and `w`
  have h1 := wronskian_const hu hD hx
  have h2 := (wronskian_const hw hD hx).trans
    (wronskian_const hw hD ⟨hx.1.trans hx.2, le_rfl⟩).symm
  have h3 := wronskian_const hu hw hx
  rw [← h3] at hW
  simp only [wronskian] at h1 h2 hW
  have h : (p x - q x) * (u x * w' x - u' x * w x) = 0 := by
    linear_combination w x * (h1 + (p' a - q' a) * hua - u' a * ha) -
      u x * (h2 + (p' b - q' b) * hwb - w' b * hb)
  exact sub_eq_zero.mp ((mul_eq_zero.mp h).resolve_right hW)
```

## What happens at an orbital energy

Since \(w(b)=0\), evaluating the constant Wronskian at \(b\) gives \(W=u(b)\,w'(b)\). If \(w'(b)\neq0\), then \(W=0\) exactly when \(u(b)=0\). For a non-zero \(u\) with \(u(a)=0\), this means that \(u\) is a bound orbital of the box and \(e\) its energy.

```lean
/-- For solutions `u`, `w` of the Schrödinger equation with `w(b) = 0` and `w'(b) ≠ 0`, the
Wronskian vanishes exactly when `u(b) = 0`. -/
theorem wronskian_eq_zero_iff (hab : a ≤ b) (hu : SolvesOrbital V 0 e a b u u')
    (hw : SolvesOrbital V 0 e a b w w') (hwb : w b = 0) (hwb' : w' b ≠ 0) :
    wronskian u u' w w' a = 0 ↔ u b = 0 := by
  rw [← wronskian_const hu hw ⟨hab, le_rfl⟩]
  simp [wronskian, hwb, hwb']
```

The OEP shift equation is posed at just such an energy, so the formula for \(p\) does not apply there. Green's identity still gives a condition on the source. If \(u\) and a solution \(y\) with source \(f\) both vanish at both walls, the Wronskian is zero at each end, and therefore

\[
\int_a^b uf=0 .
\]

The source must be orthogonal to the orbital. This is a necessary condition; the theorem does not construct a shift when it holds.

```lean
/-- Solvability condition: if `u` solves the Schrödinger equation at energy `e` and vanishes at
both end points, a shift with continuous source `f` that also vanishes there exists only if
`∫ u f = 0`. -/
theorem source_orthogonal (hab : a ≤ b) (hu : SolvesOrbital V 0 e a b u u')
    (hy : SolvesOrbital V f e a b y y') (hf : ContinuousOn f (Icc a b))
    (hua : u a = 0) (hub : u b = 0) (hya : y a = 0) (hyb : y b = 0) :
    ∫ t in a..b, u t * f t = 0 := by
  have h := green_identity hu hy hf ⟨hab, le_rfl⟩
  simp only [wronskian, hua, hub, hya, hyb] at h
  linarith
```

## The free particle at zero energy

Take \([0,1]\), \(V=0\), \(e=0\) and \(f=1\). The solutions \(u=x\) and \(w=1-x\) have \(W=-1\), and

\[
p=2\Big((1-x)\frac{x^2}{2}+x\,\frac{(1-x)^2}{2}\Big)=x(1-x).
\]

Indeed \(-p''/2=1\). The Lean proof checks both solutions and the Wronskian, then evaluates the two integrals.

```lean
/-- On `[0, 1]` with `V = 0`, `e = 0` and source `f = 1`, the solutions `u = x` and `w = 1 - x`
have Wronskian `-1` and give the orbital shift `x (1 - x)`. -/
theorem orbitalShift_witness :
    SolvesOrbital 0 0 0 0 1 (fun x => x) (fun _ => 1) ∧
    SolvesOrbital 0 0 0 0 1 (fun x => 1 - x) (fun _ => -1) ∧
    wronskian (fun x => x) (fun _ => 1) (fun x => 1 - x) (fun _ => -1) 0 = -1 ∧
    ∀ x, orbitalShift (fun x => x) (fun _ => 1) (fun x => 1 - x) (fun _ => -1)
      (fun _ => 1) 0 1 x = x * (1 - x) := by
  have hW : wronskian (fun x => x) (fun _ => 1) (fun x => 1 - x) (fun _ => -1) 0 = -1 := by
    norm_num [wronskian]
  refine ⟨fun x _ => ⟨hasDerivWithinAt_id x _, 0, hasDerivWithinAt_const x _ _, by simp⟩,
    fun x _ => ⟨(hasDerivWithinAt_id x _).const_sub 1, 0, hasDerivWithinAt_const x _ _,
      by simp⟩, hW, fun x => ?_⟩
  have h : ∫ t in x..1, (1 - t) = (1 - x) ^ 2 / 2 := by
    refine (intervalIntegral.integral_sub (f := fun _ => (1 : ℝ)) (g := fun t => t)
      (continuous_const.intervalIntegrable _ _)
      (continuous_id.intervalIntegrable _ _)).trans ?_
    simp only [intervalIntegral.integral_const, integral_id, smul_eq_mul]
    ring
  simp only [orbitalShift, hW, mul_one, h, integral_id]
  ring

end

end OEPOrbitalShift
```

This is the limit \(k\to0\) of the free particle at energy \(e=k^2/2\), an elementary extension left informal here. There \(u=\sin(kx)/k\) and \(w=\sin(k(1-x))/k\) give \(W=-\sin(k)/k\), which tends to \(-1\) as \(k\to0\) and first vanishes at \(k=\pi\), the ground state of the box.

```lean
#print axioms OEPOrbitalShift.orbitalShift_solves
#print axioms OEPOrbitalShift.shift_unique
#print axioms OEPOrbitalShift.wronskian_eq_zero_iff
#print axioms OEPOrbitalShift.source_orthogonal
```

```
'OEPOrbitalShift.orbitalShift_solves' depends on axioms: [propext, Classical.choice, Quot.sound]
'OEPOrbitalShift.shift_unique' depends on axioms: [propext, Classical.choice, Quot.sound]
'OEPOrbitalShift.wronskian_eq_zero_iff' depends on axioms: [propext, Classical.choice, Quot.sound]
'OEPOrbitalShift.source_orthogonal' depends on axioms: [propext, Classical.choice, Quot.sound]
```
